# On the unit square lattice, the operations of the plane group p4 are the rotations with integer matrices followed by integer translations

The plane group p4 is taken here as the group of permutations of the real plane generated by the fourfold rotation about the origin and all translations by integer vectors, so the lattice is the square one with unit spacing. The theorem whose proof fails, `mem_p4_iff`, says that a permutation belongs to this group exactly when it sends (x, y) to (cx − sy + m, sx + cy + n) for some integers c, s, m, n with c² + s² = 1. From left to right the attempt goes by induction on the generated group, checking that the generators and the identity have this form and that products and inverses keep it. From right to left it uses the fact that c and s allow only four rotations, and writes each operation as a translation after zero to three fourfold rotations.

The failing Lean file:

```lean
import Mathlib

open Matrix

namespace PlaneGroupP4Normaliser

noncomputable section

/-- The lattice translation by the integer vector `(m, n)`. -/
def shift (m n : ℤ) : Equiv.Perm (ℝ × ℝ) where
  toFun p := (p.1 + m, p.2 + n)
  invFun p := (p.1 - m, p.2 - n)
  left_inv p := by simp
  right_inv p := by simp

/-- The fourfold rotation `(x, y) ↦ (-y, x)` about the origin. -/
def fourfold : Equiv.Perm (ℝ × ℝ) where
  toFun p := (-p.2, p.1)
  invFun p := (p.2, -p.1)
  left_inv p := by simp
  right_inv p := by simp

/-- The fourfold rotation together with all lattice translations. -/
def generators : Set (Equiv.Perm (ℝ × ℝ)) :=
  insert fourfold (Set.range fun v : ℤ × ℤ => shift v.1 v.2)

/-- The plane group p4. -/
def p4 : Subgroup (Equiv.Perm (ℝ × ℝ)) := Subgroup.closure generators

/-- Undoing an operation and then applying it returns every point to itself. -/
theorem apply_inv (g : Equiv.Perm (ℝ × ℝ)) (p : ℝ × ℝ) : g (g⁻¹ p) = p :=
  Equiv.apply_symm_apply g p

/-- The only integer points on the unit circle are the four axis points. -/
theorem int_circle {c s : ℤ} (h : c ^ 2 + s ^ 2 = 1) :
    (c = 1 ∧ s = 0) ∨ (c = -1 ∧ s = 0) ∨ (c = 0 ∧ s = 1) ∨ (c = 0 ∧ s = -1) := by
  have h1 : c ≤ 1 := by nlinarith [sq_nonneg s]
  have h2 : -1 ≤ c := by nlinarith [sq_nonneg s]
  have h3 : s ≤ 1 := by nlinarith [sq_nonneg c]
  have h4 : -1 ≤ s := by nlinarith [sq_nonneg c]
  interval_cases c <;> interval_cases s <;> simp_all

/-- The operations of p4 are the integer rotations followed by integer translations. -/
theorem mem_p4_iff (g : Equiv.Perm (ℝ × ℝ)) : g ∈ p4 ↔ ∃ c s m n : ℤ, c ^ 2 + s ^ 2 = 1 ∧
    ∀ p : ℝ × ℝ, g p = (c * p.1 - s * p.2 + m, s * p.1 + c * p.2 + n) := by
  constructor
  · intro hg
    change g ∈ Subgroup.closure generators at hg
    induction hg using Subgroup.closure_induction with
    | mem x hx =>
      rcases hx with rfl | ⟨v, rfl⟩
      · exact ⟨0, 1, 0, 0, by norm_num, fun p => by simp [fourfold]⟩
      · exact ⟨1, 0, v.1, v.2, by norm_num, fun p => by simp [shift]⟩
    | one => exact ⟨1, 0, 0, 0, by norm_num, fun p => by simp⟩
    | mul x y _ _ hx hy =>
      obtain ⟨c, s, m, n, h, hx⟩ := hx
      obtain ⟨c', s', m', n', h', hy⟩ := hy
      refine ⟨c * c' - s * s', s * c' + c * s', c * m' - s * n' + m, s * m' + c * n' + n,
        by linear_combination (c' ^ 2 + s' ^ 2) * h + h', fun p => ?_⟩
      rw [Equiv.Perm.mul_apply, hy, hx]
      refine Prod.ext ?_ ?_ <;> push_cast <;> ring
    | inv x _ hx =>
      obtain ⟨c, s, m, n, h, hx⟩ := hx
      have h' : (c : ℝ) ^ 2 + (s : ℝ) ^ 2 = 1 := by exact_mod_cast h
      refine ⟨c, -s, -(c * m + s * n), s * m - c * n, by linear_combination h, fun p => ?_⟩
      apply x.injective
      rw [Equiv.Perm.apply_inv_self, hx]
      refine Prod.ext ?_ ?_ <;> push_cast
      · linear_combination (m - p.1) * h'
      · linear_combination (n - p.2) * h'
  · rintro ⟨c, s, m, n, h, hg⟩
    have hf : fourfold ∈ p4 := Subgroup.subset_closure (Or.inl rfl)
    have ht : shift m n ∈ p4 := Subgroup.subset_closure (Or.inr ⟨(m, n), rfl⟩)
    rcases int_circle h with ⟨rfl, rfl⟩ | ⟨rfl, rfl⟩ | ⟨rfl, rfl⟩ | ⟨rfl, rfl⟩
    · have e : g = shift m n := Equiv.ext fun p => by rw [hg]; simp [shift]
      rw [e]; exact ht
    · have e : g = shift m n * (fourfold * fourfold) :=
        Equiv.ext fun p => by rw [hg]; simp [shift, fourfold]
      rw [e]; exact mul_mem ht (mul_mem hf hf)
    · have e : g = shift m n * fourfold :=
        Equiv.ext fun p => by rw [hg]; simp [shift, fourfold]
      rw [e]; exact mul_mem ht hf
    · have e : g = shift m n * (fourfold * (fourfold * fourfold)) :=
        Equiv.ext fun p => by rw [hg]; simp [shift, fourfold]
      rw [e]; exact mul_mem ht (mul_mem hf (mul_mem hf hf))

end

end PlaneGroupP4Normaliser
```

Compiling this gives:

```
Main.lean:67:10: error(lean.unknownIdentifier): Unknown constant `Equiv.Perm.apply_inv_self`
```

The change, after which it compiles:

```diff
@@ -65,5 +65,5 @@
       refine ⟨c, -s, -(c * m + s * n), s * m - c * n, by linear_combination h, fun p => ?_⟩
       apply x.injective
-      rw [Equiv.Perm.apply_inv_self, hx]
+      rw [apply_inv, hx]
       refine Prod.ext ?_ ?_ <;> push_cast
       · linear_combination (m - p.1) * h'
```

What went wrong. Lean reports that `Equiv.Perm.apply_inv_self` is an unknown constant, which means that no lemma of that name exists in the Mathlib being imported. The name is used in the inverse case of the induction. There `apply x.injective` has turned the claim about `x⁻¹ p` into one whose left side is `x (x⁻¹ p)` and whose right side is `x` applied to the proposed formula for the inverse. The rewrite was meant to reduce the left side to `p`, but with no such lemma to rewrite by, it fails.

The fact it needed is already in the file as `apply_inv`, which says that `g (g⁻¹ p) = p` for any permutation `g` of the plane. The repair rewrites with that instead. The left side becomes `p`, `hx` then writes out the right side, and the rest of the proof goes through as it stood.
